# Below the Plasma Frequency, Quasistatic Resonances of a Lossless Drude Particle and Its Void Pair by w² + v² = wp²

Once the resonances w of a metal particle in vacuum have been computed, those of a void of the same shape in bulk metal follow by replacing each w with v = √(wp² − w²), without a second eigenvalue calculation. This applies to quasistatic simulations with an empty void, lossless Drude metal of permittivity 1 − wp²/w² (no background from bound electrons) and 0 < w < wp, provided that the region and the longitudinal fields are represented by exact projections.

## One field solves both problems

Let C keep a field inside the particle region and set it to zero outside. Let G project onto longitudinal fields, the gradients of potentials; it is not a Green function. Both satisfy C² = C and G² = G. The metal fills a region P, with P = C for the particle and P = 1 − C for the void. Its permittivity is

ε = 1 − wp²/w²,

where w and wp stand for the usual ω and ω_p. The plasma frequency wp is set by the density and effective mass of the conduction electrons in the bulk metal and is where ε vanishes.

A source-free mode F is longitudinal, GF = F, and its displacement has no longitudinal part:

0 = G(εPF + (1 − P)F) = F − (1 − ε)GPF.

Since 1 − ε = wp²/w², this gives

GPG F = (w²/wp²) F.

Conversely, suppose GPG F = aF with a = 1/(1 − ε) ≠ 0. Applying G leaves the left side unchanged, so aGF = aF and GF = F. The mode equations then follow by reversing the steps.

Now let GCG F = sF with s ≠ 0, 1. Again GF = F, and therefore

G(1 − C)G F = GF − GCG F = (1 − s)F.

The same argument with 1 − C and 1 − s leads back. Particle and void thus share the field F, at w² = s wp² and v² = (1 − s) wp².

## Counting modes from within the metal

The operator CGC acts on fields inside the particle. If CGC x = sx with s ≠ 0, applying C gives Cx = x, hence CGx = sx. Then

GCG(Gx) = GCGx = s Gx,

so G sends the s-eigenspace of CGC into that of GCG. If Gx = 0, then sx = 0 and x = 0, so no dimension is lost. Exchanging C and G gives the opposite inequality. Let dim(A, s) be the dimension of the s-eigenspace of A. For s ≠ 0, 1, using these inequalities for both regions gives

dim(CGC, s) = dim(GCG, s) = dim(G(1 − C)G, 1 − s) = dim((1 − C)G(1 − C), 1 − s).

If C and G are orthogonal projections, an eigenvector x of CGC with eigenvalue s satisfies

s‖x‖² = ⟨x, CGCx⟩ = ‖GCx‖² ≤ ‖x‖²,

so s is real and 0 ≤ s ≤ 1.

## Two components, and a G that is not a projection

On ℂ², let C project onto (1, 0) and G onto g = (3/5, 4/5). Then CGC = diag(9/25, 0) and (1 − C)G(1 − C) = diag(0, 16/25). The resonances are w = 3wp/5 and v = 4wp/5, and both have the field g. For the particle ε = −16/9, the displacement is (−16/15, 4/5), and its product with g is −16/25 + 16/25 = 0.

For the equality of dimensions between CGC and (1 − C)G(1 − C), the condition G² = G can't be weakened to "G is Hermitian with eigenvalues in [0, 1]". On ℂ take C = 1 and G = 1/2. Then CGC has the eigenvalue 1/2 with dimension one, while (1 − C)G(1 − C) = 0 has no eigenvalue 1/2.

## Fields and permittivity in Lean

The fields form an arbitrary complex vector space `V`, so finite dimension is allowed but not required.

```lean
import Mathlib

open Module.End (eigenspace mem_eigenspace_iff)

namespace ParticleVoidPlasmons

noncomputable section

variable {V : Type*} [AddCommGroup V] [Module ℂ V]
```

The metal has neither damping nor a background permittivity from bound electrons.

```lean
/-- The Drude permittivity `1 - wp² / w²` at frequency `w ≠ 0`. -/
def drude (wp w : ℝ) : ℂ := 1 - (wp : ℂ) ^ 2 / (w : ℂ) ^ 2
```

Operators are linear maps `Module.End ℂ V`, and `*` is composition. The two kernels below are the two mode equations, and `⊓` demands both. Everything outside the metal region `P` has permittivity one, and retardation is neglected.

```lean
/-- Source-free quasistatic fields when region `P` has permittivity `ε` and the rest has
permittivity one: the field is longitudinal (`G F = F`), and its displacement
`ε P F + (1 - P) F` has no longitudinal part. -/
def plasmonFields (G P : Module.End ℂ V) (ε : ℂ) : Submodule ℂ V :=
  LinearMap.ker (1 - G) ⊓ LinearMap.ker (G * (ε • P + (1 - P)))
```

The hypotheses on `C` and `G` are algebraic. That `C` multiplies by the indicator function of an actual shape, and that `G` projects onto the gradient fields in all of space, is the step from these theorems to a real particle. A discretisation that preserves both idempotencies satisfies the hypotheses, including those of the dimension count.

## Equal dimensions

The first lemma is the observation that an eigenvector with nonzero eigenvalue is fixed by the outer projection. The calculation shows s Px = sx and cancels s.

```lean
/-- For a projection `P`, an eigenvector of `P G P` with nonzero eigenvalue lies in the
range of `P`. -/
theorem eigenvector_fixed {P G : Module.End ℂ V} (hP : P * P = P) {s : ℂ} (hs : s ≠ 0)
    {x : V} (hx : P (G (P x)) = s • x) : P x = x := by
  have h : s • P x = s • x := calc
    s • P x = P (s • x) := (map_smul P s x).symm
    _ = P (P (G (P x))) := by rw [hx]
    _ = P (G (P x)) := LinearMap.congr_fun hP _
    _ = s • x := hx
  exact smul_right_injective V hs h
```

Next, `hmap` shows that G maps one eigenspace into the other. The remaining lines prove injectivity by showing that only x = 0 is sent to zero. `Module.rank` is the dimension, as a cardinal number.

```lean
/-- For projections `P` and `G` and `s ≠ 0`, the `s`-eigenspace of `P G P` is at most as
large as that of `G P G`. -/
theorem rank_eigenspace_le {P G : Module.End ℂ V} (hP : P * P = P) (hG : G * G = G)
    {s : ℂ} (hs : s ≠ 0) :
    Module.rank ℂ (eigenspace (P * G * P) s) ≤ Module.rank ℂ (eigenspace (G * P * G) s) := by
  -- the map is `x ↦ G x`
  have hmap : ∀ x ∈ eigenspace (P * G * P) s, G x ∈ eigenspace (G * P * G) s := by
    intro x hx
    have hx' : P (G (P x)) = s • x := mem_eigenspace_iff.1 hx
    have hPx := eigenvector_fixed hP hs hx'
    have hGG : G (G x) = G x := LinearMap.congr_fun hG x
    rw [hPx] at hx'
    refine mem_eigenspace_iff.2 ?_
    change G (P (G (G x))) = s • G x
    rw [hGG, hx', map_smul]
  refine LinearMap.rank_le_of_injective (LinearMap.restrict G hmap) ?_
  refine (injective_iff_map_eq_zero _).2 ?_
  rintro ⟨x, hx⟩ h
  have hGx : G x = 0 := congrArg Subtype.val h
  have hx' : P (G (P x)) = s • x := mem_eigenspace_iff.1 hx
  rw [eigenvector_fixed hP hs hx', hGx, map_zero] at hx'
  exact Subtype.ext ((smul_eq_zero.1 hx'.symm).resolve_left hs)
```

The exchange of s and 1 − s is an equality of eigenspaces. The inclusion `key` is used twice, the second time for `1 - C` and `1 - s`, which requires s ≠ 1.

```lean
/-- For a projection `G` and `s` different from zero and one, the `s`-eigenspace of `G C G`
is the `(1 - s)`-eigenspace of `G (1 - C) G`. -/
theorem eigenspace_complement {G : Module.End ℂ V} (C : Module.End ℂ V) (hG : G * G = G)
    {s : ℂ} (hs0 : s ≠ 0) (hs1 : s ≠ 1) :
    eigenspace (G * C * G) s = eigenspace (G * (1 - C) * G) (1 - s) := by
  have key : ∀ (P : Module.End ℂ V) (t : ℂ), t ≠ 0 →
      eigenspace (G * P * G) t ≤ eigenspace (G * (1 - P) * G) (1 - t) := by
    intro P t ht x hx
    have hx' : G (P (G x)) = t • x := mem_eigenspace_iff.1 hx
    have hGx := eigenvector_fixed hG ht hx'
    refine mem_eigenspace_iff.2 ?_
    change G (G x - P (G x)) = (1 - t) • x
    rw [map_sub, hx', hGx, hGx, sub_smul, one_smul]
  refine le_antisymm (key C s hs0) ?_
  simpa only [sub_sub_cancel] using key (1 - C) (1 - s) (sub_ne_zero.2 hs1.symm)
```

The dimension theorem is the chain of three equalities above. Each exchange of projections uses the inequality in both directions.

```lean
/-- For projections `C` and `G` and `s` different from zero and one, the `s`-eigenspace of
`C G C` and the `(1 - s)`-eigenspace of `(1 - C) G (1 - C)` have equal dimension. -/
theorem particle_void_dimension {C G : Module.End ℂ V} (hC : C * C = C) (hG : G * G = G)
    {s : ℂ} (hs0 : s ≠ 0) (hs1 : s ≠ 1) :
    Module.rank ℂ (eigenspace (C * G * C) s) =
      Module.rank ℂ (eigenspace ((1 - C) * G * (1 - C)) (1 - s)) := by
  have hC' : (1 - C) * (1 - C) = 1 - C := IsIdempotentElem.one_sub hC
  have ht : 1 - s ≠ 0 := sub_ne_zero.2 hs1.symm
  calc Module.rank ℂ (eigenspace (C * G * C) s)
      = Module.rank ℂ (eigenspace (G * C * G) s) :=
        le_antisymm (rank_eigenspace_le hC hG hs0) (rank_eigenspace_le hG hC hs0)
    _ = Module.rank ℂ (eigenspace (G * (1 - C) * G) (1 - s)) := by
        rw [eigenspace_complement C hG hs0 hs1]
    _ = _ := le_antisymm (rank_eigenspace_le hG hC' ht) (rank_eigenspace_le hC' hG ht)
```

## From eigenvalues to frequencies

In the next proof `a` is 1/(1 − ε). The two directions are those of the hand derivation, with `module` collecting the coefficients of the vectors.

```lean
/-- For a projection `G` and permittivity `ε ≠ 1`, the source-free fields are the
eigenvectors of `G P G` with eigenvalue `1 / (1 - ε)`, together with zero. -/
theorem plasmonFields_eq_eigenspace {G : Module.End ℂ V} (P : Module.End ℂ V)
    (hG : G * G = G) {ε : ℂ} (hε : ε ≠ 1) :
    plasmonFields G P ε = eigenspace (G * P * G) (1 - ε)⁻¹ := by
  have hne : 1 - ε ≠ 0 := sub_ne_zero.2 hε.symm
  obtain ⟨a, ha⟩ : ∃ a, a = (1 - ε)⁻¹ := ⟨_, rfl⟩
  have ha1 : a * (1 - ε) = 1 := by rw [ha, inv_mul_cancel₀ hne]
  have ha0 : a ≠ 0 := by rw [ha]; exact inv_ne_zero hne
  rw [← ha]
  ext F
  rw [mem_eigenspace_iff]
  constructor
  · rintro ⟨h1, h2⟩
    have h1' : F - G F = 0 := LinearMap.mem_ker.1 h1
    have hF : G F = F := (sub_eq_zero.1 h1').symm
    have h2' : G (ε • P F + (F - P F)) = 0 := LinearMap.mem_ker.1 h2
    rw [map_add, map_smul, map_sub, hF] at h2'
    change G (P (G F)) = a • F
    rw [hF]
    calc G (P F) = (a * (1 - ε)) • G (P F) := by rw [ha1, one_smul]
      _ = a • F - a • (ε • G (P F) + (F - G (P F))) := by module
      _ = a • F := by rw [h2', smul_zero, sub_zero]
  · intro h
    have h' : G (P (G F)) = a • F := h
    have hF := eigenvector_fixed hG ha0 h'
    rw [hF] at h'
    refine ⟨LinearMap.mem_ker.2 ?_, LinearMap.mem_ker.2 ?_⟩
    · change F - G F = 0
      rw [hF, sub_self]
    · change G (ε • P F + (F - P F)) = 0
      rw [map_add, map_smul, map_sub, hF, h']
      calc ε • a • F + (F - a • F) = (1 - a * (1 - ε)) • F := by module
        _ = 0 := by rw [ha1, sub_self, zero_smul]
```

For nonzero frequencies the Drude permittivity differs from one, so the eigenvalue becomes w²/wp².

```lean
/-- For Drude metal with nonzero `wp` and `w`, and a projection `G`, the source-free fields
at frequency `w` form the eigenspace of `G P G` at `w² / wp²`. -/
theorem plasmonFields_drude {G : Module.End ℂ V} (P : Module.End ℂ V) (hG : G * G = G)
    {wp w : ℝ} (hwp : wp ≠ 0) (hw : w ≠ 0) :
    plasmonFields G P (drude wp w) =
      eigenspace (G * P * G) ((w : ℂ) ^ 2 / (wp : ℂ) ^ 2) := by
  have hε : drude wp w ≠ 1 := by
    intro h
    unfold drude at h
    have h0 : (wp : ℂ) ^ 2 / (w : ℂ) ^ 2 = 0 := by linear_combination -h
    exact div_ne_zero (pow_ne_zero 2 (Complex.ofReal_ne_zero.2 hwp))
      (pow_ne_zero 2 (Complex.ofReal_ne_zero.2 hw)) h0
  rw [plasmonFields_eq_eigenspace P hG hε, drude, sub_sub_cancel, inv_div]
```

The main theorem has three parts: equal mode spaces for particle and void, the sum rule for the squared frequencies, and the dimension of the mode space. It holds for every s between 0 and 1. If s is not an eigenvalue of CGC, both mode spaces contain only the zero field.

```lean
/-- Let `C` and `G` be projections, `wp ≠ 0` and `0 < s < 1`. The Drude particle at
`wp √s` and the void at `wp √(1 - s)` have the same source-free fields, their squared
frequencies add up to `wp²`, and these fields span as many dimensions as the
`s`-eigenspace of `C G C`. -/
theorem particle_void_plasmons {C G : Module.End ℂ V} (hC : C * C = C) (hG : G * G = G)
    {wp s : ℝ} (hwp : wp ≠ 0) (hs0 : 0 < s) (hs1 : s < 1) :
    plasmonFields G C (drude wp (wp * √s)) =
        plasmonFields G (1 - C) (drude wp (wp * √(1 - s))) ∧
      (wp * √s) ^ 2 + (wp * √(1 - s)) ^ 2 = wp ^ 2 ∧
      Module.rank ℂ (plasmonFields G C (drude wp (wp * √s))) =
        Module.rank ℂ (eigenspace (C * G * C) (s : ℂ)) := by
  have ht : 0 < 1 - s := sub_pos.2 hs1
  -- the eigenvalue belonging to the frequency `wp √t` is `t`
  have key : ∀ (P : Module.End ℂ V) (t : ℝ), 0 < t →
      plasmonFields G P (drude wp (wp * √t)) = eigenspace (G * P * G) (t : ℂ) := by
    intro P t h
    have hr : (wp * √t) ^ 2 / wp ^ 2 = t := by
      rw [mul_pow, Real.sq_sqrt h.le, mul_div_cancel_left₀ t (pow_ne_zero 2 hwp)]
    have hc : ((wp * √t : ℝ) : ℂ) ^ 2 / (wp : ℂ) ^ 2 = (t : ℂ) := by exact_mod_cast hr
    rw [plasmonFields_drude P hG hwp (mul_ne_zero hwp (Real.sqrt_pos.2 h).ne'), hc]
  have hc0 : (s : ℂ) ≠ 0 := Complex.ofReal_ne_zero.2 hs0.ne'
  have hc1 : (s : ℂ) ≠ 1 := by exact_mod_cast hs1.ne
  refine ⟨?_, ?_, ?_⟩
  · rw [key C s hs0, key (1 - C) (1 - s) ht, eigenspace_complement C hG hc0 hc1,
      Complex.ofReal_sub, Complex.ofReal_one]
  · rw [mul_pow, mul_pow, Real.sq_sqrt hs0.le, Real.sq_sqrt ht.le]
    ring
  · rw [key C s hs0]
    exact le_antisymm (rank_eigenspace_le hG hC hc0) (rank_eigenspace_le hC hG hc0)
```

Here `key` identifies the modes at wp√t with the eigenspace at t, after which the earlier lemmas give the first and third parts. In infinite dimension the statement concerns eigenvectors only, not a continuous spectrum.

## Real eigenvalues from orthogonality

Orthogonality enters only now, as `LinearMap.IsSymmetric` on an inner-product space `H`. In the proof, `hsq` is the identity ⟨x, Px⟩ = ‖Px‖², and `hle` derives ‖Px‖ ≤ ‖x‖ from it by the Cauchy–Schwarz inequality. The eigenvalue is then ‖GCx‖²/‖x‖².

```lean
variable {H : Type*} [NormedAddCommGroup H] [InnerProductSpace ℂ H]

/-- For orthogonal projections `C` and `G`, every eigenvalue of `C G C` is real and lies
between zero and one. -/
theorem eigenvalue_mem_unit_interval {C G : Module.End ℂ H}
    (hC : C * C = C) (hCs : LinearMap.IsSymmetric C)
    (hG : G * G = G) (hGs : LinearMap.IsSymmetric G)
    {μ : ℂ} (hμ : Module.End.HasEigenvalue (C * G * C) μ) :
    ∃ s : ℝ, 0 ≤ s ∧ s ≤ 1 ∧ μ = (s : ℂ) := by
  have hsq : ∀ P : Module.End ℂ H, P * P = P → LinearMap.IsSymmetric P →
      ∀ x, inner ℂ x (P x) = ((‖P x‖ : ℝ) : ℂ) ^ 2 := by
    intro P hP hPs x
    have hPP : P (P x) = P x := LinearMap.congr_fun hP x
    have h : inner ℂ (P x) (P x) = inner ℂ x (P (P x)) := hPs x (P x)
    rw [hPP] at h
    exact h.symm.trans (inner_self_eq_norm_sq_to_K _)
  -- orthogonal projections do not lengthen vectors
  have hle : ∀ P : Module.End ℂ H, P * P = P → LinearMap.IsSymmetric P →
      ∀ x, ‖P x‖ ≤ ‖x‖ := by
    intro P hP hPs x
    have h := norm_inner_le_norm (𝕜 := ℂ) x (P x)
    rw [hsq P hP hPs x, norm_pow, Complex.norm_real, norm_norm] at h
    by_contra hc
    have hlt := not_le.1 hc
    have hp : 0 < ‖P x‖ := (norm_nonneg x).trans_lt hlt
    nlinarith
  obtain ⟨x, hx⟩ := hμ.exists_hasEigenvector
  have hx1 : C (G (C x)) = μ • x := hx.apply_eq_smul
  have hx0 : 0 < ‖x‖ := norm_pos_iff.2 hx.2
  have hxx : inner ℂ x x = ((‖x‖ : ℝ) : ℂ) ^ 2 := inner_self_eq_norm_sq_to_K _
  have h : inner ℂ (C x) (G (C x)) = inner ℂ x (C (G (C x))) := hCs x (G (C x))
  rw [hsq G hG hGs (C x), hx1, inner_smul_right, hxx] at h
  have hb : ‖G (C x)‖ ≤ ‖x‖ := (hle G hG hGs (C x)).trans (hle C hC hCs x)
  refine ⟨‖G (C x)‖ ^ 2 / ‖x‖ ^ 2, by positivity, ?_, ?_⟩
  · rw [div_le_one (by positivity)]
    gcongr
  · rw [Complex.ofReal_div, Complex.ofReal_pow, Complex.ofReal_pow]
    exact (eq_div_iff (pow_ne_zero 2 (Complex.ofReal_ne_zero.2 hx0.ne'))).2 h.symm
```

## The two-component instance in Lean

For a unit vector u, the following map is the orthogonal projection onto its line.

```lean
/-- The map `x ↦ ⟨u, x⟩ u`, which for a unit vector `u` projects onto the line of `u`. -/
def lineProjection (u : H) : Module.End ℂ H where
  toFun x := inner ℂ u x • u
  map_add' x y := by rw [inner_add_right, add_smul]
  map_smul' c x := by simp [mul_smul]
```

The last theorem confirms that the C and G of the example are orthogonal projections and that CGC has the eigenvalue 9/25. It computes the inner products of the two unit vectors and applies CGC to (1, 0).

```lean
/-- The projections of `ℂ²` onto the lines of `(1, 0)` and `(3/5, 4/5)` are orthogonal
projections `C` and `G` for which `C G C` has the eigenvalue `9/25`. -/
theorem projections_witness :
    let e : EuclideanSpace ℂ (Fin 2) := !₂[1, 0]
    let g : EuclideanSpace ℂ (Fin 2) := !₂[3 / 5, 4 / 5]
    let C := lineProjection e
    let G := lineProjection g
    C * C = C ∧ LinearMap.IsSymmetric C ∧ G * G = G ∧ LinearMap.IsSymmetric G ∧
      Module.End.HasEigenvalue (C * G * C) (9 / 25) := by
  intro e g C G
  have key : ∀ a b c d : ℂ, inner ℂ (!₂[a, b] : EuclideanSpace ℂ (Fin 2)) !₂[c, d] =
      c * starRingEnd ℂ a + d * starRingEnd ℂ b := by
    intro a b c d
    simp [PiLp.inner_apply, Fin.sum_univ_two]
  have hee : inner ℂ e e = 1 := (key 1 0 1 0).trans (by simp)
  have hgg : inner ℂ g g = 1 := (key (3 / 5) (4 / 5) (3 / 5) (4 / 5)).trans (by
    simp only [map_div₀, map_ofNat]
    norm_num)
  have heg : inner ℂ e g = 3 / 5 := (key 1 0 (3 / 5) (4 / 5)).trans (by simp)
  have hge : inner ℂ g e = 3 / 5 := (key (3 / 5) (4 / 5) 1 0).trans (by
    simp only [map_div₀, map_ofNat]
    norm_num)
  have idem : ∀ u : EuclideanSpace ℂ (Fin 2), inner ℂ u u = 1 →
      lineProjection u * lineProjection u = lineProjection u := by
    intro u hu
    refine LinearMap.ext fun x => ?_
    change inner ℂ u (inner ℂ u x • u) • u = inner ℂ u x • u
    rw [inner_smul_right, hu, mul_one]
  have symm : ∀ u : EuclideanSpace ℂ (Fin 2),
      LinearMap.IsSymmetric (lineProjection u) := by
    intro u x y
    change inner ℂ (inner ℂ u x • u) y = inner ℂ x (inner ℂ u y • u)
    rw [inner_smul_left, inner_smul_right, inner_conj_symm, mul_comm]
  refine ⟨idem e hee, symm e, idem g hgg, symm g, ?_⟩
  have he0 : e ≠ 0 := by
    intro h
    rw [h, inner_zero_left] at hee
    exact zero_ne_one hee
  refine Module.End.hasEigenvalue_of_hasEigenvector (x := e) ⟨mem_eigenspace_iff.2 ?_, he0⟩
  change inner ℂ e (inner ℂ g (inner ℂ e e • e) • g) • e = (9 / 25 : ℂ) • e
  rw [hee, one_smul, inner_smul_right, hge, heg,
    show (3 / 5 * (3 / 5) : ℂ) = 9 / 25 by norm_num]

end

end ParticleVoidPlasmons
```

```lean
#print axioms ParticleVoidPlasmons.particle_void_dimension
-- 'ParticleVoidPlasmons.particle_void_dimension' depends on axioms: [propext, Classical.choice, Quot.sound]
#print axioms ParticleVoidPlasmons.particle_void_plasmons
-- 'ParticleVoidPlasmons.particle_void_plasmons' depends on axioms: [propext, Classical.choice, Quot.sound]
#print axioms ParticleVoidPlasmons.eigenvalue_mem_unit_interval
-- 'ParticleVoidPlasmons.eigenvalue_mem_unit_interval' depends on axioms: [propext, Classical.choice, Quot.sound]
```
